# Orbital spaces cut at a common occupation threshold add over uncoupled fragments; top-half spaces need not

If the joint density of two fragments A and B is block-diagonal and its blocks are the densities of the separate fragments, the orbitals retained above an occupation threshold η span exactly the direct sum of the spaces retained from each fragment at the same η. Write DA and DB for the fragment densities (real square matrices), D for the block-diagonal matrix built from them, and R(D, η) for the span of the eigenvectors of D with eigenvalue above η. Then

R(D, η) = R(DA, η) ⊕ R(DB, η)

dim R(D, η) = dim R(DA, η) + dim R(DB, η).

A rule that keeps the top half of the orbitals lacks this property. For DA = diag(4, 3) and DB = diag(2, 1), with occupations in hundredths of an electron, the top half of the dimer is all of A and nothing of B, while each fragment alone keeps one orbital.

## Truncation by occupation number in correlation codes

Frozen natural orbital and pair natural orbital methods diagonalise a density and discard orbitals with small occupation. If the discarded set changes when a distant, non-interacting fragment is added, the truncation itself can introduce a size-consistency error. The identity excludes this for the orbital space when the density is exactly block-diagonal, its blocks equal the densities of the separate fragments, and η is held fixed. The second condition is not automatic: if the method that supplies the density is not itself size-consistent, the occupations on A can change when a distant B is added, even without a coupling block.

It also gives a cheap check: for well-separated fragments, the retained orbital counts should add. Beyond the counts, compare spaces or projectors rather than individual eigenvectors. When A and B share an eigenvalue, a diagonaliser may return vectors that mix the fragments, although their span is unchanged.

## From fragment eigenvectors to the dimer space

Write a dimer vector as v = (a, b), with a on A and b on B. Since D has no coupling block,

D v = (DA a, DB b).

Hence D v = μ v holds exactly when DA a = μ a and DB b = μ b. One of the two parts may be zero.

Suppose μ > η. Then a lies in R(DA, η) and b lies in R(DB, η), so every generator of R(D, η) lies in the direct sum, and so does their span. Conversely, if DA a = μ a with μ > η, then (a, 0) solves the dimer equation with the same μ. By linearity, (a, 0) is in R(D, η) for every a in R(DA, η), and likewise (0, b) for every b in R(DB, η). Adding the two gives the reverse inclusion. Since (a, b) is fixed by its two parts, which can be chosen independently, the dimensions add.

For a diagonal density with entries dᵢ, the equation D v = μ v reads dᵢ vᵢ = μ vᵢ. A non-zero component of a vector with μ > η therefore needs dᵢ = μ > η. Conversely, the i-th unit vector solves the equation with μ = dᵢ, so it is retained when dᵢ > η. The retained space is spanned by the unit vectors with dᵢ > η, and its dimension is the number of such entries.

Call a space a top half of D if it is R(D, η) for some η and its dimension is half the number of orbitals. Raising η can only shrink R(D, η), so any two top halves are nested. As their dimensions are equal, they coincide.

In the example, η = 2 retains the entries 4 and 3 and discards 2 and 1, because the inequality is strict. This is the dimer's top half. Fragment A has its own top half at η = 3, spanned by the orbital with entry 4; fragment B has its own at η = 1, spanned by the orbital with entry 2. Their direct sum has the right dimension, two, but contains a B orbital, so by uniqueness it is not the dimer's top half. The entries serve only to order the orbitals: dividing them and the thresholds by 100 gives the same spaces with occupations 0.04, 0.03, 0.02 and 0.01. These can be read as eigenvalues of the virtual block of a density; the trace of that block need not be an integer.

## Symmetry separates retained from discarded orbitals

The direct-sum identity does not use symmetry. Orthogonality does. Let D be symmetric, D v = μ v with μ > η, and D w = ν w with ν ≤ η. Then

μ (v·w) = (D v)·w = v·(D w) = ν (v·w),

so (μ − ν)(v·w) = 0. Since μ > ν, v·w = 0, and linearity extends this to every v in R(D, η).

Without symmetry this can fail. Take the matrix with rows (2, 1) and (0, 1), and η = 1. The vector (1, 0) has eigenvalue 2 and is retained; (1, −1) has eigenvalue 1 and is discarded. Their dot product is 1, or 1/√2 after normalisation.

## Definitions and proofs in Lean

```lean
import Mathlib

open Matrix Module

namespace LocalCorrelationTruncation

noncomputable section

variable {m n : Type*} [Fintype m] [Fintype n]

/-- The retained orbital space: the span of the eigenvectors of the density `D` with
eigenvalue above the threshold `η`. -/
def retained (D : Matrix n n ℝ) (η : ℝ) : Submodule ℝ (n → ℝ) :=
  Submodule.span ℝ {v | ∃ μ : ℝ, η < μ ∧ D *ᵥ v = μ • v}

/-- The block-diagonal density of two fragments without coupling. -/
def dimer (DA : Matrix m m ℝ) (DB : Matrix n n ℝ) : Matrix (m ⊕ n) (m ⊕ n) ℝ :=
  fromBlocks DA 0 0 DB

/-- The direct sum of two fragment spaces: vectors whose part on A lies in `WA` and whose
part on B lies in `WB`. -/
def fragmentSum (WA : Submodule ℝ (m → ℝ)) (WB : Submodule ℝ (n → ℝ)) :
    Submodule ℝ (m ⊕ n → ℝ) where
  carrier := {v | v ∘ Sum.inl ∈ WA ∧ v ∘ Sum.inr ∈ WB}
  add_mem' := fun hv hw => ⟨WA.add_mem hv.1 hw.1, WB.add_mem hv.2 hw.2⟩
  zero_mem' := ⟨WA.zero_mem, WB.zero_mem⟩
  smul_mem' := fun c _ hv => ⟨WA.smul_mem c hv.1, WB.smul_mem c hv.2⟩

/-- `W` is a top-half space of `D`: it is the retained space for some threshold, and its
dimension is half the number of orbitals. -/
def IsTopHalf (D : Matrix n n ℝ) (W : Submodule ℝ (n → ℝ)) : Prop :=
  (∃ η : ℝ, W = retained D η) ∧ 2 * finrank ℝ W = Fintype.card n

/-- A vector solves the eigenvalue equation of the dimer density exactly when its two
fragment parts solve those of the fragment densities with the same eigenvalue. -/
theorem dimer_eigen_iff (DA : Matrix m m ℝ) (DB : Matrix n n ℝ) (μ : ℝ) (v : m ⊕ n → ℝ) :
    dimer DA DB *ᵥ v = μ • v ↔
      DA *ᵥ (v ∘ Sum.inl) = μ • (v ∘ Sum.inl) ∧
      DB *ᵥ (v ∘ Sum.inr) = μ • (v ∘ Sum.inr) := by
  constructor
  · intro h
    constructor
    · ext i
      have := congrFun h (Sum.inl i)
      simpa [dimer, fromBlocks_mulVec] using this
    · ext i
      have := congrFun h (Sum.inr i)
      simpa [dimer, fromBlocks_mulVec] using this
  · rintro ⟨hA, hB⟩
    ext (i | i)
    · have := congrFun hA i
      simpa [dimer, fromBlocks_mulVec] using this
    · have := congrFun hB i
      simpa [dimer, fromBlocks_mulVec] using this

/-- The retained space of the dimer is the direct sum of the retained spaces of the fragments at the
same threshold. -/
theorem retained_dimer (DA : Matrix m m ℝ) (DB : Matrix n n ℝ) (η : ℝ) :
    retained (dimer DA DB) η = fragmentSum (retained DA η) (retained DB η) := by
  apply le_antisymm
  · -- the two parts of a dimer eigenvector solve the fragment eigenvalue equations
    refine Submodule.span_le.2 ?_
    rintro v ⟨μ, hμ, hv⟩
    have h := (dimer_eigen_iff DA DB μ v).1 hv
    exact ⟨Submodule.subset_span ⟨μ, hμ, h.1⟩, Submodule.subset_span ⟨μ, hμ, h.2⟩⟩
  · -- fragment eigenvectors, padded with zeros, are dimer eigenvectors
    let inA : (m → ℝ) →ₗ[ℝ] (m ⊕ n → ℝ) :=
      { toFun := fun a => Sum.elim a 0
        map_add' := fun a b => by ext (i | i) <;> simp
        map_smul' := fun c a => by ext (i | i) <;> simp }
    let inB : (n → ℝ) →ₗ[ℝ] (m ⊕ n → ℝ) :=
      { toFun := fun b => Sum.elim 0 b
        map_add' := fun a b => by ext (i | i) <;> simp
        map_smul' := fun c a => by ext (i | i) <;> simp }
    have hA : retained DA η ≤ (retained (dimer DA DB) η).comap inA := by
      refine Submodule.span_le.2 ?_
      rintro a ⟨μ, hμ, ha⟩
      show Sum.elim a 0 ∈ retained (dimer DA DB) η
      exact Submodule.subset_span
        ⟨μ, hμ, (dimer_eigen_iff DA DB μ (Sum.elim a 0)).2 ⟨ha, by simp⟩⟩
    have hB : retained DB η ≤ (retained (dimer DA DB) η).comap inB := by
      refine Submodule.span_le.2 ?_
      rintro b ⟨μ, hμ, hb⟩
      show Sum.elim (0 : m → ℝ) b ∈ retained (dimer DA DB) η
      exact Submodule.subset_span
        ⟨μ, hμ, (dimer_eigen_iff DA DB μ (Sum.elim (0 : m → ℝ) b)).2 ⟨by simp, hb⟩⟩
    intro v hv
    have h : inA (v ∘ Sum.inl) + inB (v ∘ Sum.inr) ∈ retained (dimer DA DB) η :=
      add_mem (hA hv.1) (hB hv.2)
    have e : inA (v ∘ Sum.inl) + inB (v ∘ Sum.inr) = v := by
      ext (i | i) <;> simp [inA, inB]
    rwa [e] at h

/-- The dimension of a direct sum of fragment spaces is the sum of their dimensions. -/
theorem finrank_fragmentSum (WA : Submodule ℝ (m → ℝ)) (WB : Submodule ℝ (n → ℝ)) :
    finrank ℝ (fragmentSum WA WB) = finrank ℝ WA + finrank ℝ WB := by
  let e : fragmentSum WA WB ≃ₗ[ℝ] WA × WB :=
    { toFun := fun v => (⟨v.1 ∘ Sum.inl, v.2.1⟩, ⟨v.1 ∘ Sum.inr, v.2.2⟩)
      invFun := fun p => ⟨Sum.elim p.1.1 p.2.1, ⟨p.1.2, p.2.2⟩⟩
      map_add' := fun _ _ => rfl
      map_smul' := fun _ _ => rfl
      left_inv := fun v => by
        apply Subtype.ext
        funext i
        cases i <;> rfl
      right_inv := fun _ => rfl }
  rw [e.finrank_eq, finrank_prod]

/-- The number of retained orbitals of the dimer is the sum of the fragment numbers. -/
theorem finrank_retained_dimer (DA : Matrix m m ℝ) (DB : Matrix n n ℝ) (η : ℝ) :
    finrank ℝ (retained (dimer DA DB) η) =
      finrank ℝ (retained DA η) + finrank ℝ (retained DB η) := by
  rw [retained_dimer, finrank_fragmentSum]

/-- For a symmetric density, an eigenvector with eigenvalue at or below the threshold is
orthogonal to the whole retained space. -/
theorem discarded_orthogonal {D : Matrix n n ℝ} (hD : D.IsSymm) {η ν : ℝ} (hν : ν ≤ η)
    {v w : n → ℝ} (hw : D *ᵥ w = ν • w) (hv : v ∈ retained D η) : v ⬝ᵥ w = 0 := by
  refine Submodule.span_induction (p := fun v _ => v ⬝ᵥ w = 0) ?_
    (zero_dotProduct w) ?_ ?_ hv
  · rintro v ⟨μ, hμ, h⟩
    -- move the density from one factor to the other
    have key : μ * (v ⬝ᵥ w) = ν * (v ⬝ᵥ w) := by
      calc μ * (v ⬝ᵥ w) = (D *ᵥ v) ⬝ᵥ w := by rw [h, smul_dotProduct, smul_eq_mul]
        _ = v ⬝ᵥ (D *ᵥ w) := by
          rw [Matrix.dotProduct_mulVec, ← Matrix.mulVec_transpose, hD.eq]
        _ = ν * (v ⬝ᵥ w) := by rw [hw, dotProduct_smul, smul_eq_mul]
    have h0 : (μ - ν) * (v ⬝ᵥ w) = 0 := by linear_combination key
    exact (mul_eq_zero.1 h0).resolve_left (sub_pos.2 (hν.trans_lt hμ)).ne'
  · intro x y _ _ hx hy
    rw [add_dotProduct, hx, hy, add_zero]
  · intro c x _ hx
    rw [smul_dotProduct, hx, smul_zero]

/-- For a diagonal density, the number of retained orbitals is the number of occupations
above the threshold. -/
theorem finrank_retained_diagonal [DecidableEq n] (d : n → ℝ) (η : ℝ) :
    finrank ℝ (retained (diagonal d) η) = (Finset.univ.filter (fun i => η < d i)).card := by
  have h : retained (diagonal d) η = Submodule.span ℝ
      (Set.range ((Pi.basisFun ℝ n) ∘ (Subtype.val : {i // η < d i} → n))) := by
    apply le_antisymm
    · refine Submodule.span_le.2 ?_
      rintro v ⟨μ, hμ, hv⟩
      have e : v = ∑ i, v i • Pi.basisFun ℝ n i := by
        ext j
        simp [Finset.sum_apply, Pi.single_apply]
      rw [e]
      refine Submodule.sum_mem _ fun i _ => ?_
      by_cases hi : v i = 0
      · rw [hi, zero_smul]
        exact Submodule.zero_mem _
      · -- a nonzero component forces the occupation to equal the eigenvalue
        have h1 : d i * v i = μ * v i := by
          have := congrFun hv i
          rwa [mulVec_diagonal, Pi.smul_apply, smul_eq_mul] at this
        have h2 : η < d i := by rwa [mul_right_cancel₀ hi h1]
        exact Submodule.smul_mem _ _ (Submodule.subset_span ⟨⟨i, h2⟩, rfl⟩)
    · refine Submodule.span_le.2 ?_
      rintro _ ⟨⟨i, hi⟩, rfl⟩
      refine Submodule.subset_span ⟨d i, hi, ?_⟩
      ext j
      rw [mulVec_diagonal]
      by_cases hj : j = i
      · subst hj
        simp
      · simp [hj]
  rw [h, finrank_span_eq_card ((Pi.basisFun ℝ n).linearIndependent.comp _
    Subtype.val_injective), Fintype.card_subtype]

/-- A density has at most one top-half space. -/
theorem IsTopHalf.unique {D : Matrix n n ℝ} {W W' : Submodule ℝ (n → ℝ)}
    (h : IsTopHalf D W) (h' : IsTopHalf D W') : W = W' := by
  obtain ⟨⟨η, hη⟩, hc⟩ := h
  obtain ⟨⟨η', hη'⟩, hc'⟩ := h'
  -- the retained space at a higher threshold is contained in that at a lower one
  have mono : ∀ a b : ℝ, a ≤ b → retained D b ≤ retained D a := fun a b hab =>
    Submodule.span_mono fun _ ⟨μ, hμ, hv⟩ => ⟨μ, hab.trans_lt hμ, hv⟩
  rcases le_total η η' with hle | hle
  · have hs : W' ≤ W := by
      rw [hη, hη']
      exact mono _ _ hle
    exact (Submodule.eq_of_le_of_finrank_eq hs (by omega)).symm
  · have hs : W ≤ W' := by
      rw [hη, hη']
      exact mono _ _ hle
    exact Submodule.eq_of_le_of_finrank_eq hs (by omega)

/-- For the fragment densities diag(4,3) and diag(2,1), the top half of the dimer is all of A and
nothing of B, and the sum of the fragments' top halves is not it. -/
theorem top_half_not_size_consistent :
    let DA : Matrix (Fin 2) (Fin 2) ℝ := diagonal ![4, 3]
    let DB : Matrix (Fin 2) (Fin 2) ℝ := diagonal ![2, 1]
    IsTopHalf (dimer DA DB) (fragmentSum ⊤ ⊥) ∧
      IsTopHalf DA (retained DA 3) ∧ IsTopHalf DB (retained DB 1) ∧
      ¬ IsTopHalf (dimer DA DB) (fragmentSum (retained DA 3) (retained DB 1)) := by
  intro DA DB
  have a2 : finrank ℝ (retained DA 2) = 2 := by
    rw [finrank_retained_diagonal, Finset.card_filter, Fin.sum_univ_two]
    norm_num
  have b2 : finrank ℝ (retained DB 2) = 0 := by
    rw [finrank_retained_diagonal, Finset.card_filter, Fin.sum_univ_two]
    norm_num
  have a3 : finrank ℝ (retained DA 3) = 1 := by
    rw [finrank_retained_diagonal, Finset.card_filter, Fin.sum_univ_two]
    norm_num
  have b1 : finrank ℝ (retained DB 1) = 1 := by
    rw [finrank_retained_diagonal, Finset.card_filter, Fin.sum_univ_two]
    norm_num
  have hA : retained DA 2 = ⊤ := Submodule.eq_top_of_finrank_eq (by rw [a2]; simp)
  have hB : retained DB 2 = ⊥ := Submodule.finrank_eq_zero.1 b2
  have top : IsTopHalf (dimer DA DB) (fragmentSum ⊤ ⊥) := by
    rw [← hA, ← hB]
    refine ⟨⟨2, (retained_dimer DA DB 2).symm⟩, ?_⟩
    rw [finrank_fragmentSum, a2, b2]
    simp
  refine ⟨top, ⟨⟨3, rfl⟩, by rw [a3]; simp⟩, ⟨⟨1, rfl⟩, by rw [b1]; simp⟩, ?_⟩
  intro h
  -- by uniqueness B would keep no orbital, but its own top half has one
  have e := h.unique top
  have hbot : retained DB 1 = ⊥ := by
    rw [eq_bot_iff]
    intro b hb
    have hmem : Sum.elim (0 : Fin 2 → ℝ) b ∈ fragmentSum (retained DA 3) (retained DB 1) :=
      ⟨Submodule.zero_mem _, hb⟩
    rw [e] at hmem
    exact hmem.2
  rw [hbot, finrank_bot] at b1
  omega

end

end LocalCorrelationTruncation
```

```lean
#print axioms LocalCorrelationTruncation.finrank_retained_dimer
#print axioms LocalCorrelationTruncation.discarded_orthogonal
#print axioms LocalCorrelationTruncation.top_half_not_size_consistent
```

```
'LocalCorrelationTruncation.finrank_retained_dimer' depends on axioms: [propext, Classical.choice, Quot.sound]
'LocalCorrelationTruncation.discarded_orthogonal' depends on axioms: [propext, Classical.choice, Quot.sound]
'LocalCorrelationTruncation.top_half_not_size_consistent' depends on axioms: [propext, Classical.choice, Quot.sound]
```

## Spaces and counts are covered; energies are not

The finite types `m` and `n` label the orbitals of A and B, and `m ⊕ n` labels those of the dimer. `retained D η` is R(D, η), `dimer DA DB` is the block-diagonal density, and `fragmentSum WA WB` is the direct sum, described by the conditions on `v ∘ Sum.inl` (the A part) and `v ∘ Sum.inr` (the B part). `finrank` is the dimension, that is, the number of retained orbitals. The eigenvalue equation contains no overlap matrix, so for natural orbitals the basis is taken to be orthonormal.

`retained_dimer` states the identity for all real square `DA` and `DB` and every real `η`, and `finrank_retained_dimer` states the additivity of the counts. `discarded_orthogonal` is the theorem that assumes symmetry, through `D.IsSymm`. `top_half_not_size_consistent` makes four statements about the example: the dimer's top half is `fragmentSum ⊤ ⊥`, the two fragment spaces are top halves of their own densities, and their sum is not a top half of the dimer.

The proofs follow the derivation:

- `dimer_eigen_iff` splits the eigenvalue equation component by component. In `retained_dimer`, `le_antisymm` separates the two inclusions and `Submodule.span_le` reduces each to eigenvectors; the maps `inA` and `inB` pad fragment vectors with zeros.
- `finrank_fragmentSum` builds the linear equivalence `e` between the direct sum and pairs of fragment vectors.
- `discarded_orthogonal` moves the density across the dot product in its `calc` block, then extends the result to the span with `Submodule.span_induction`.
- `finrank_retained_diagonal` identifies the retained space with a span of unit vectors and counts them by linear independence.
- `IsTopHalf.unique` compares the two thresholds and uses the nesting `mono` together with equal dimensions.
- The final theorem computes four dimensions from the diagonal count. It then assumes that the sum of the fragment halves is a top half of the dimer; uniqueness forces B's part to be zero, which contradicts its dimension of one.

Several limits matter for a code. The vanishing coupling block is an assumption, standing for fragments so far apart that their densities no longer mix; the theorems give no error bound for small residual coupling. The theorems assume the same threshold in the dimer and fragment runs; with different thresholds the identity can fail. The arithmetic is exact, whereas in floating point an occupation within rounding error of η may be kept in one run and discarded in the other.

A top half need not exist: an odd number of orbitals rules it out, as does a degenerate level straddling the midpoint. A code that breaks such ties arbitrarily follows a different rule from `IsTopHalf`. Finally, the theorems concern orbital spaces. Size consistency of a coupled-cluster energy computed in those spaces also depends on the amplitude equations and on any further approximations, none of which are modelled here.
